# The growth factor 1 − exp(−bx) is positive for b > 0 and undercooling x > 0

The driving factor of growth is modelled here as 1 − exp(−bx), where x is the undercooling and b is a constant. The theorem says that for real b > 0 and x > 0 this factor is strictly positive. It concerns the factor alone: no growth rate or kinetic prefactor appears in the statement. The attempt uses `sub_pos.2` to reduce the claim to exp(−bx) < 1, and then seeks to derive that from the negativity of the exponent, which `nlinarith` is to prove from the positive product bx.

The first attempt, which Lean rejects:

```lean
import Mathlib

open Real (exp)

namespace GrowthFactorPos

/-- For `b > 0` the driving factor of growth is positive at every positive undercooling. -/
theorem growth_factor_pos {b x : ℝ} (hb : 0 < b) (hx : 0 < x) : 0 < 1 - exp (-b * x) :=
  sub_pos.2 (Real.exp_lt_one (by nlinarith [mul_pos hb hx]))

end GrowthFactorPos
```

Compiling this gives:

```
Main.lean:9:13: error(lean.unknownIdentifier): Unknown constant `Real.exp_lt_one`
```

Cause. The message says that Lean knows no constant called `Real.exp_lt_one`. The proof calls a lemma by a name that does not exist in the Mathlib being used, so the failure lies in the name and not in the mathematical argument.

The repair uses `Real.exp_lt_one_iff` instead, which states that the exponential of a real number is less than 1 if and only if that number is negative. Because this is an equivalence, `.2` is needed to select the direction from a negative exponent to an exponential below 1. What remains to be shown is `-b * x < 0`, and the unchanged `nlinarith` call proves it from `mul_pos hb hx`, which says that `b * x` is positive. The outer `sub_pos.2` also stays as it was, and turns the bound on the exponential into the stated positivity.

Lean accepts the file once it reads:

```diff
@@ -7,5 +7,5 @@
 /-- For `b > 0` the driving factor of growth is positive at every positive undercooling. -/
 theorem growth_factor_pos {b x : ℝ} (hb : 0 < b) (hx : 0 < x) : 0 < 1 - exp (-b * x) :=
-  sub_pos.2 (Real.exp_lt_one (by nlinarith [mul_pos hb hx]))
+  sub_pos.2 (Real.exp_lt_one_iff.2 (by nlinarith [mul_pos hb hx]))
 
 end GrowthFactorPos
```
